# Unitary band mixing of orthonormal Bloch states on a finite ring gives orthonormal Wannier functions

On a ring of `N` cells with finitely many bands, the Bloch states are taken to be an orthonormal family labelled by band and crystal momentum; no Hamiltonian enters. At each momentum the bands are mixed by a unitary matrix, and the Wannier function of a given band index and cell is the sum of the mixed states over momenta, weighted by Bloch phases and divided by √N. `wannier_orthonormal` states that these functions have norm one and are mutually orthogonal, in both band index and cell. The proof writes each overlap as a Fourier sum of U(k)†U(k), which is the identity, evaluates the sum of phases, and treats equal and different cells separately.

This version doesn't compile in Lean 4 with Mathlib:

```lean
import Mathlib

open scoped InnerProductSpace ComplexConjugate Matrix Real

namespace MultibandWannierRing

noncomputable section

variable {N : ℕ} [NeZero N] {B : Type*} [Fintype B] [DecidableEq B]
  {E : Type*} [NormedAddCommGroup E] [InnerProductSpace ℂ E]

/-- The Bloch phase `exp(-2πi k R / N)` for crystal momentum `k` and cell `R` on a ring of
`N` cells. -/
def blochPhase (k R : ZMod N) : ℂ :=
  Complex.exp (-(2 * π * Complex.I * (k.val : ℂ) * (R.val : ℂ) / N))

/-- The Bloch state of band `n` at momentum `k` after the bands are mixed by the matrix `U k`. -/
def rotatedBloch (ψ : B → ZMod N → E) (U : ZMod N → Matrix B B ℂ) (n : B) (k : ZMod N) : E :=
  ∑ m, U k m n • ψ m k

/-- The Wannier function of band index `n` in cell `R`, built in the gauge `U`. -/
def wannier (ψ : B → ZMod N → E) (U : ZMod N → Matrix B B ℂ) (n : B) (R : ZMod N) : E :=
  ((√(N : ℝ) : ℝ) : ℂ)⁻¹ • ∑ k, blochPhase k R • rotatedBloch ψ U n k

/-- The Bloch phase is the standard additive character of the ring evaluated at `-k R`. -/
theorem blochPhase_eq_char (k R : ZMod N) :
    blochPhase k R = ZMod.stdAddChar (-(k * R)) := by
  have h := ZMod.stdAddChar_coe (N := N) (-((k.val : ℤ) * (R.val : ℤ)))
  have e : ((-((k.val : ℤ) * (R.val : ℤ)) : ℤ) : ZMod N) = -(k * R) := by simp
  rw [← e, h]
  unfold blochPhase
  congr 1
  push_cast
  ring

/-- The product of a conjugate Bloch phase at cell `R` and a Bloch phase at cell `S` is the
Bloch phase of the separation `S - R`. -/
theorem conj_blochPhase_mul (k R S : ZMod N) :
    conj (blochPhase k R) * blochPhase k S = blochPhase k (S - R) := by
  rw [blochPhase_eq_char, blochPhase_eq_char, blochPhase_eq_char,
    ← AddChar.map_neg_eq_conj, ← AddChar.map_add_eq_mul]
  congr 1
  ring

/-- The Bloch phases summed over all momenta give `N` for the home cell and zero for every
other cell. -/
theorem blochPhase_sum (R : ZMod N) :
    ∑ k : ZMod N, blochPhase k R = if R = 0 then (N : ℂ) else 0 := by
  simp only [blochPhase_eq_char, ← mul_neg]
  rw [AddChar.sum_mulShift (-R) (ZMod.isPrimitive_stdAddChar N)]
  simp [ZMod.card]

omit [NeZero N] in
/-- If the original Bloch states are orthonormal, the states obtained from them by mixing in two
gauges `U` and `V` overlap only at equal momentum, where the overlap is the matrix element of `U(k)†
V(k)`. -/
theorem rotatedBloch_overlap {ψ : B → ZMod N → E}
    (hψ : Orthonormal ℂ (fun p : B × ZMod N => ψ p.1 p.2))
    (U V : ZMod N → Matrix B B ℂ) (n m : B) (k l : ZMod N) :
    ⟪rotatedBloch ψ U n k, rotatedBloch ψ V m l⟫_ℂ
      = if k = l then ((U k)ᴴ * V k) n m else 0 := by
  have h0 : ∀ (i j : B) (a b : ZMod N),
      ⟪ψ i a, ψ j b⟫_ℂ = if i = j ∧ a = b then 1 else 0 := by
    intro i j a b
    simpa only [Prod.mk.injEq] using orthonormal_iff_ite.mp hψ (i, a) (j, b)
  simp only [rotatedBloch, sum_inner, inner_sum, inner_smul_left, inner_smul_right, h0]
  by_cases h : k = l
  · subst h
    simp [Matrix.mul_apply, mul_comm]
  · simp [h]

/-- For orthonormal Bloch states, the overlap of Wannier functions built in two gauges `U` and `V`
is the lattice Fourier coefficient of `U(k)† V(k)` at the separation of the cells. -/
theorem wannier_overlap {ψ : B → ZMod N → E}
    (hψ : Orthonormal ℂ (fun p : B × ZMod N => ψ p.1 p.2))
    (U V : ZMod N → Matrix B B ℂ) (n m : B) (R S : ZMod N) :
    ⟪wannier ψ U n R, wannier ψ V m S⟫_ℂ
      = (N : ℂ)⁻¹ * ∑ k, blochPhase k (S - R) * ((U k)ᴴ * V k) n m := by
  have hc : ((√(N : ℝ) : ℝ) : ℂ)⁻¹ * ((√(N : ℝ) : ℝ) : ℂ)⁻¹ = (N : ℂ)⁻¹ := by
    rw [← mul_inv, ← Complex.ofReal_mul, Real.mul_self_sqrt (Nat.cast_nonneg N),
      Complex.ofReal_natCast]
  -- orthogonality of different momenta collapses the double sum
  have h : ∀ k, ⟪blochPhase k R • rotatedBloch ψ U n k,
      ∑ l, blochPhase l S • rotatedBloch ψ V m l⟫_ℂ
        = blochPhase k (S - R) * ((U k)ᴴ * V k) n m := by
    intro k
    rw [inner_smul_left, inner_sum]
    simp only [inner_smul_right, rotatedBloch_overlap hψ, mul_ite, mul_zero,
      Finset.sum_ite_eq, Finset.mem_univ, if_true]
    rw [← mul_assoc, conj_blochPhase_mul]
  unfold wannier
  rw [inner_smul_left, inner_smul_right, sum_inner]
  simp only [h]
  rw [← mul_assoc, map_inv₀, Complex.conj_ofReal, hc]

/-- For orthonormal Bloch states and unitary band mixing at every momentum, the Wannier
functions are orthonormal in band index and cell. -/
theorem wannier_orthonormal {ψ : B → ZMod N → E}
    (hψ : Orthonormal ℂ (fun p : B × ZMod N => ψ p.1 p.2))
    {U : ZMod N → Matrix B B ℂ} (hU : ∀ k, U k ∈ Matrix.unitaryGroup B ℂ) :
    Orthonormal ℂ (fun p : B × ZMod N => wannier ψ U p.1 p.2) := by
  have hN : (N : ℂ) ≠ 0 := Nat.cast_ne_zero.mpr (NeZero.ne N)
  have hM : ∀ k, (U k)ᴴ * U k = 1 := fun k => Matrix.mem_unitaryGroup_iff'.mp (hU k)
  rw [orthonormal_iff_ite]
  rintro ⟨n, R⟩ ⟨m, S⟩
  simp only [Prod.mk.injEq]
  rw [wannier_overlap hψ]
  simp only [hM]
  rw [← Finset.sum_mul, blochPhase_sum, Matrix.one_apply]
  by_cases hR : R = S
  · subst hR
    by_cases hn : n = m <;> simp [hn, hN]
  · rw [if_neg (sub_ne_zero.mpr (Ne.symm hR)), if_neg (fun h => hR h.2)]
    simp

end

end MultibandWannierRing
```

The compiler's answer:

```
Main.lean:113:67: error: Invalid projection: Projections extract constructor fields for one-constructor inductive types. The expression
  h
has type `n = m` which has no fields.
Main.lean:113:2: error: unsolved goals
case neg
N : ℕ
inst✝⁴ : NeZero N
B : Type u_1
inst✝³ : Fintype B
inst✝² : DecidableEq B
E : Type u_2
inst✝¹ : NormedAddCommGroup E
inst✝ : InnerProductSpace ℂ E
ψ : B → ZMod N → E
hψ : Orthonormal ℂ fun p => ψ p.1 p.2
U : ZMod N → Matrix B B ℂ
hU : ∀ (k : ZMod N), U k ∈ Matrix.unitaryGroup B ℂ
hN : ↑N ≠ 0
hM : ∀ (k : ZMod N), (U k)ᴴ * U k = 1
n : B
R : ZMod N
m : B
S : ZMod N
hR : ¬R = S
⊢ n = m → ¬R = S
```

This version goes through:

```diff
@@ -111,6 +111,6 @@
   · subst hR
     by_cases hn : n = m <;> simp [hn, hN]
-  · rw [if_neg (sub_ne_zero.mpr (Ne.symm hR)), if_neg (fun h => hR h.2)]
-    simp
+  · rw [if_neg (sub_ne_zero.mpr (Ne.symm hR))]
+    simp [hR]
 
 end
```

Cause. The failure is in the case of different cells, `¬R = S`. After the first `if_neg` has replaced the sum of phases by zero, two conditionals remain: `if n = m` on the left, from the identity matrix, and `if n = m ∧ R = S` on the right. The second `if_neg` is meant for the right-hand one, but its condition is not stated, and `rw` matches the left-hand one first. So `h` is a proof of `n = m`, an equality, which has no fields, and `h.2` is rejected.

The second error is that the case is left unfinished. The conditional on the right is still there, and `simp` reduces the goal to `n = m → ¬R = S`. This follows at once from `hR`, but `simp` was not given `hR`.

The repair drops the second `if_neg` and calls `simp [hR]`. With `hR`, `simp` makes the condition `n = m ∧ R = S` false, so the right side is zero. The left side is a product with a zero factor, whatever the value of `if n = m`, and the goal closes.
